# The MP2 energy with positive denominators as a Laplace integral, and a bound on its quadrature error

The MP2 energy, meaning here the second-order correlation energy without the Hartree–Fock energy, is modelled as a finite sum over all ordered quadruples of two occupied and two virtual spin orbitals, with the orbital energies given as real numbers and the two-electron integrals as arbitrary complex numbers. The denominators are therefore computed from the orbital energies, while nothing is assumed about the interaction that produced the integrals.

```lean
import Mathlib

open MeasureTheory Set Filter Topology

namespace LaplaceMP2

noncomputable section

variable {O V K : Type*} [Fintype O] [Fintype V] [Fintype K]

/-- The energy denominator `ε_a + ε_b - ε_i - ε_j` of the double excitation
`m = (i, j, a, b)` from occupied orbitals `i, j` to virtual orbitals `a, b`. -/
def gap (εo : O → ℝ) (εv : V → ℝ) (m : O × O × V × V) : ℝ :=
  εv m.2.2.1 + εv m.2.2.2 - εo m.1 - εo m.2.1

/-- The spin-orbital MP2 energy expression, with arbitrary complex numbers `g` in the place of the
antisymmetrised two-electron integrals. -/
def mp2Energy (εo : O → ℝ) (εv : V → ℝ) (g : O × O × V × V → ℂ) : ℝ :=
  -(1 / 4) * ∑ m, ‖g m‖ ^ 2 / gap εo εv m

/-- The MP2 sum at Laplace time `s`, with each reciprocal denominator `1 / D` replaced by `exp (-D *
s)`. -/
def laplaceIntegrand (εo : O → ℝ) (εv : V → ℝ) (g : O × O × V × V → ℂ) (s : ℝ) : ℝ :=
  -(1 / 4) * ∑ m, ‖g m‖ ^ 2 * Real.exp (-gap εo εv m * s)

/-- The exponential sum with weights `w` and nodes `α`, evaluated at `x`. -/
def expSum (w α : K → ℝ) (x : ℝ) : ℝ := ∑ k, w k * Real.exp (-x * α k)

/-- The Laplace MP2 energy by numerical quadrature with weights `w` and nodes `α`. -/
def quadratureEnergy (w α : K → ℝ) (εo : O → ℝ) (εv : V → ℝ)
    (g : O × O × V × V → ℂ) : ℝ :=
  ∑ k, w k * laplaceIntegrand εo εv g (α k)

/-- The reciprocal of a positive energy denominator is the integral of a decaying exponential. -/
theorem integral_exp_denominator {D : ℝ} (hD : 0 < D) :
    ∫ s in Ioi (0 : ℝ), Real.exp (-D * s) = 1 / D := by
  have hderiv : ∀ x ∈ Ici (0 : ℝ),
      HasDerivAt (fun s : ℝ => Real.exp (-D * s) / (-D)) (Real.exp (-D * x)) x := by
    intro x _
    have h := (((hasDerivAt_id' x).const_mul (-D)).exp).div_const (-D)
    refine h.congr_deriv ?_
    rw [mul_one, mul_div_assoc, div_self (neg_ne_zero.mpr hD.ne'), mul_one]
  have hlim : Tendsto (fun s : ℝ => Real.exp (-D * s) / (-D)) atTop (𝓝 0) := by
    have h1 : Tendsto (fun s : ℝ => -D * s) atTop atBot :=
      Tendsto.const_mul_atTop_of_neg (neg_lt_zero.mpr hD) tendsto_id
    have h2 := (Real.tendsto_exp_atBot.comp h1).div_const (-D)
    rw [zero_div] at h2
    exact h2
  rw [integral_Ioi_of_hasDerivAt_of_tendsto' hderiv (exp_neg_integrableOn_Ioi 0 hD) hlim]
  simp

/-- If all denominators are positive, the MP2 energy is the integral of the
Laplace integrand over positive times. -/
theorem mp2Energy_eq_integral (εo : O → ℝ) (εv : V → ℝ) (g : O × O × V × V → ℂ)
    (hD : ∀ m, 0 < gap εo εv m) :
    mp2Energy εo εv g = ∫ s in Ioi (0 : ℝ), laplaceIntegrand εo εv g s := by
  unfold mp2Energy laplaceIntegrand
  -- the finite sum over excitations is exchanged with the integral
  rw [integral_const_mul, MeasureTheory.integral_finsetSum _
    (fun m _ => (exp_neg_integrableOn_Ioi 0 (hD m)).const_mul (‖g m‖ ^ 2))]
  congr 1
  refine Finset.sum_congr rfl fun m _ => ?_
  rw [integral_const_mul, integral_exp_denominator (hD m), mul_one_div]

/-- The Laplace integrand is `-1/4` times a sum of squared norms of scaled integrals, in which each
of the four orbitals carries its own exponential factor. -/
theorem laplaceIntegrand_eq_scaled (εo : O → ℝ) (εv : V → ℝ)
    (g : O × O × V × V → ℂ) (s : ℝ) :
    laplaceIntegrand εo εv g s = -(1 / 4) * ∑ m : O × O × V × V,
      ‖((Real.exp (s * εo m.1 / 2) * Real.exp (s * εo m.2.1 / 2) *
        Real.exp (-s * εv m.2.2.1 / 2) * Real.exp (-s * εv m.2.2.2 / 2) : ℝ) : ℂ)
        * g m‖ ^ 2 := by
  unfold laplaceIntegrand
  congr 1
  refine Finset.sum_congr rfl fun m _ => ?_
  rw [← Real.exp_add, ← Real.exp_add, ← Real.exp_add, norm_mul, Complex.norm_real,
    Real.norm_eq_abs, Real.abs_exp, mul_pow, mul_comm, sq (Real.exp _), ← Real.exp_add]
  congr 2
  unfold gap
  ring

/-- The quadrature error of the energy is a quarter of the sum of the differences between each
reciprocal denominator and its exponential sum, weighted by the squared norms of the integrals. -/
theorem quadrature_error (w α : K → ℝ) (εo : O → ℝ) (εv : V → ℝ)
    (g : O × O × V × V → ℂ) :
    quadratureEnergy w α εo εv g - mp2Energy εo εv g =
      1 / 4 * ∑ m, ‖g m‖ ^ 2 * (1 / gap εo εv m - expSum w α (gap εo εv m)) := by
  have hq : quadratureEnergy w α εo εv g =
      -(1 / 4) * ∑ m, ‖g m‖ ^ 2 * expSum w α (gap εo εv m) := by
    unfold quadratureEnergy laplaceIntegrand expSum
    simp only [Finset.mul_sum]
    rw [Finset.sum_comm]
    refine Finset.sum_congr rfl fun m _ => Finset.sum_congr rfl fun k _ => ?_
    ring
  rw [hq]
  unfold mp2Energy
  simp only [mul_sub, Finset.sum_sub_distrib, mul_one_div]
  ring

/-- Laplace-transformed MP2: for denominators in `[p, q]` with `p > 0` the energy is a Laplace
integral, and an exponential sum within `e` of `1/x` on `[p, q]` gives a quadrature energy within
`e/4` times the sum of the squared norms of the integrals. -/
theorem laplace_mp2 (w α : K → ℝ) (εo : O → ℝ) (εv : V → ℝ) (g : O × O × V × V → ℂ)
    {p q e : ℝ} (hp : 0 < p) (hD : ∀ m, gap εo εv m ∈ Icc p q)
    (he : ∀ x ∈ Icc p q, |1 / x - expSum w α x| ≤ e) :
    mp2Energy εo εv g = ∫ s in Ioi (0 : ℝ), laplaceIntegrand εo εv g s ∧
    |quadratureEnergy w α εo εv g - mp2Energy εo εv g| ≤ e / 4 * ∑ m, ‖g m‖ ^ 2 := by
  refine ⟨mp2Energy_eq_integral εo εv g fun m => hp.trans_le (hD m).1, ?_⟩
  rw [quadrature_error, abs_mul, abs_of_pos (by norm_num : (0 : ℝ) < 1 / 4)]
  -- triangle inequality, then the uniform bound for each excitation
  have h : |∑ m, ‖g m‖ ^ 2 * (1 / gap εo εv m - expSum w α (gap εo εv m))|
      ≤ ∑ m, e * ‖g m‖ ^ 2 := by
    refine (Finset.abs_sum_le_sum_abs _ _).trans (Finset.sum_le_sum fun m _ => ?_)
    rw [abs_mul, abs_of_nonneg (sq_nonneg ‖g m‖)]
    have h1 := mul_le_mul_of_nonneg_left (he _ (hD m)) (sq_nonneg ‖g m‖)
    linarith
  rw [← Finset.mul_sum] at h
  linarith

/-- The error bound with the fitting interval read off from the energy windows `[oMin, homo]`
of the occupied and `[lumo, vMax]` of the virtual orbitals. -/
theorem laplace_mp2_orbital_windows (w α : K → ℝ) (εo : O → ℝ) (εv : V → ℝ)
    (g : O × O × V × V → ℂ) {oMin homo lumo vMax e : ℝ} (hgap : homo < lumo)
    (ho : ∀ i, εo i ∈ Icc oMin homo) (hv : ∀ a, εv a ∈ Icc lumo vMax)
    (he : ∀ x ∈ Icc (2 * (lumo - homo)) (2 * (vMax - oMin)), |1 / x - expSum w α x| ≤ e) :
    |quadratureEnergy w α εo εv g - ∫ s in Ioi (0 : ℝ), laplaceIntegrand εo εv g s|
      ≤ e / 4 * ∑ m, ‖g m‖ ^ 2 := by
  have hD : ∀ m, gap εo εv m ∈ Icc (2 * (lumo - homo)) (2 * (vMax - oMin)) := by
    intro m
    obtain ⟨h1, h2⟩ := ho m.1
    obtain ⟨h3, h4⟩ := ho m.2.1
    obtain ⟨h5, h6⟩ := hv m.2.2.1
    obtain ⟨h7, h8⟩ := hv m.2.2.2
    unfold gap
    constructor <;> linarith
  obtain ⟨h1, h2⟩ := laplace_mp2 w α εo εv g (by linarith) hD he
  rwa [h1] at h2

/-- If all denominators lie in `[p, q]` with `p > 0`, and the exponential sum approximates `1/x` on
`[p, q]` with relative error at most `δ`, then the error of the quadrature energy is at most `δ`
times the absolute value of the MP2 energy. -/
theorem quadrature_relative_error (w α : K → ℝ) (εo : O → ℝ) (εv : V → ℝ)
    (g : O × O × V × V → ℂ) {p q δ : ℝ} (hp : 0 < p) (hD : ∀ m, gap εo εv m ∈ Icc p q)
    (hδ : ∀ x ∈ Icc p q, |1 - x * expSum w α x| ≤ δ) :
    |quadratureEnergy w α εo εv g - mp2Energy εo εv g| ≤ δ * |mp2Energy εo εv g| := by
  have hpos : ∀ m, 0 < gap εo εv m := fun m => hp.trans_le (hD m).1
  have hT : 0 ≤ ∑ m, ‖g m‖ ^ 2 / gap εo εv m :=
    Finset.sum_nonneg fun m _ => div_nonneg (sq_nonneg _) (hpos m).le
  have hE : |mp2Energy εo εv g| = 1 / 4 * ∑ m, ‖g m‖ ^ 2 / gap εo εv m := by
    unfold mp2Energy
    rw [neg_mul, abs_neg, abs_of_nonneg (mul_nonneg (by norm_num) hT)]
  rw [hE, quadrature_error, abs_mul, abs_of_pos (by norm_num : (0 : ℝ) < 1 / 4)]
  have h : |∑ m, ‖g m‖ ^ 2 * (1 / gap εo εv m - expSum w α (gap εo εv m))|
      ≤ ∑ m, δ * (‖g m‖ ^ 2 / gap εo εv m) := by
    refine (Finset.abs_sum_le_sum_abs _ _).trans (Finset.sum_le_sum fun m _ => ?_)
    have hi : 1 / gap εo εv m * gap εo εv m = 1 := one_div_mul_cancel (hpos m).ne'
    -- factor the exact MP2 term out of the error
    have hf : ‖g m‖ ^ 2 * (1 / gap εo εv m - expSum w α (gap εo εv m)) =
        ‖g m‖ ^ 2 / gap εo εv m * (1 - gap εo εv m * expSum w α (gap εo εv m)) := by
      linear_combination (‖g m‖ ^ 2 * expSum w α (gap εo εv m)) * hi
    have h0 : 0 ≤ ‖g m‖ ^ 2 / gap εo εv m := div_nonneg (sq_nonneg _) (hpos m).le
    rw [hf, abs_mul, abs_of_nonneg h0, mul_comm δ]
    exact mul_le_mul_of_nonneg_left (hδ _ (hD m)) h0
  rw [← Finset.mul_sum] at h
  linarith

/-- When all denominators equal one positive value `x`, the quadrature error is exactly the error of
the exponential sum at `x` times a quarter of the sum of the squared norms of the integrals, both
errors being taken in absolute value. -/
theorem quadrature_error_degenerate (w α : K → ℝ) (εo : O → ℝ) (εv : V → ℝ)
    (g : O × O × V × V → ℂ) {x : ℝ} (hx : 0 < x) (hD : ∀ m, gap εo εv m = x) :
    |quadratureEnergy w α εo εv g - ∫ s in Ioi (0 : ℝ), laplaceIntegrand εo εv g s|
      = |1 / x - expSum w α x| / 4 * ∑ m, ‖g m‖ ^ 2 := by
  rw [← mp2Energy_eq_integral εo εv g (fun m => by rw [hD m]; exact hx), quadrature_error]
  simp only [hD]
  rw [← Finset.sum_mul, abs_mul, abs_mul, abs_of_pos (by norm_num : (0 : ℝ) < 1 / 4),
    abs_of_nonneg (Finset.sum_nonneg fun m _ => sq_nonneg ‖g m‖)]
  ring

end

end LaplaceMP2
```

```lean
#print axioms LaplaceMP2.quadrature_error
#print axioms LaplaceMP2.laplace_mp2_orbital_windows
#print axioms LaplaceMP2.quadrature_relative_error
#print axioms LaplaceMP2.quadrature_error_degenerate
```

```
'LaplaceMP2.quadrature_error' depends on axioms: [propext, Classical.choice, Quot.sound]
'LaplaceMP2.laplace_mp2_orbital_windows' depends on axioms: [propext, Classical.choice, Quot.sound]
'LaplaceMP2.quadrature_relative_error' depends on axioms: [propext, Classical.choice, Quot.sound]
'LaplaceMP2.quadrature_error_degenerate' depends on axioms: [propext, Classical.choice, Quot.sound]
```

## Orbitals, integrals and quadrature as Lean objects

The finite types `O` and `V` label the occupied and virtual spin orbitals, and the functions `εo` and `εv` give their energies. A double excitation is a tuple $m=(i,j,a,b)$ of type `O × O × V × V`. Its denominator, `gap εo εv m`, is

$$D_m=\varepsilon_a+\varepsilon_b-\varepsilon_i-\varepsilon_j .$$

With $g_m$ for the two-electron integral `g m`, the energy `mp2Energy` is

$$E=-\frac14\sum_m\frac{|g_m|^2}{D_m}.$$

The factor $1/4$ belongs to the usual spin-orbital convention, in which $g_m$ is the antisymmetrised integral $\langle ij\|ab\rangle$ and the sum runs over all ordered indices. Antisymmetry is not a hypothesis, so the theorems hold for any $g$. The number $E$ is the MP2 correlation energy of a given system when $g$ holds its antisymmetrised integrals and the orbital energies are those of its canonical Hartree–Fock orbitals.

The function `laplaceIntegrand` replaces each reciprocal denominator by an exponential:

$$F(s)=-\frac14\sum_m |g_m|^2e^{-D_ms}.$$

The variable $s$ has the dimension of an inverse energy. A quadrature rule consists of real weights $w_k$ and nodes $\alpha_k$, labelled by a third finite type `K`. It gives the approximate energy `quadratureEnergy` and the exponential sum `expSum`,

$$E_Q=\sum_k w_kF(\alpha_k),\qquad S(x)=\sum_k w_ke^{-x\alpha_k}.$$

## What the theorems assume and conclude

The main theorem, `laplace_mp2`, takes numbers $p$, $q$ and $e$ and makes three assumptions. The lower limit satisfies $p>0$, every $D_m$ lies in $[p,q]$, and $|1/x-S(x)|\le e$ for every $x\in[p,q]$. It concludes that

$$E=\int_0^\infty F(s)\,ds,\qquad |E_Q-E|\le\frac e4\sum_m|g_m|^2 .$$

The condition $p>0$ stands for an energy gap between the occupied and virtual levels. It is imposed on every tuple, including those with $i=j$ or $a=b$, whose antisymmetrised integrals vanish. The number $e$ is the accuracy of the exponential fit to $1/x$. It is an inverse energy, so the bound has the dimension of an energy.

That a short, accurate exponential sum exists is not proved here: the weights and nodes are given, and so is a bound on the error of the fit. For MP2 in a finite orbital basis, the bound converts the quality of such a fit into a guaranteed accuracy of the energy in exact arithmetic. It does not address rounding, the error of the basis, or the error of MP2 itself.

In `laplace_mp2_orbital_windows` the interval comes from the orbital energies. If the occupied energies lie in $[o_{\min},h]$ and the virtual energies in $[l,v_{\max}]$, with $h<l$, then it is enough to have the fit on

$$[\,2(l-h),\;2(v_{\max}-o_{\min})\,].$$

Here $o_{\min}$, $h$, $l$ and $v_{\max}$ are `oMin`, `homo`, `lumo` and `vMax`. They need only bound the orbital energies; `homo` and `lumo` do not have to be attained.

## One exponential for each denominator

For a single $D>0$, the function $-e^{-Ds}/D$ has derivative $e^{-Ds}$ and tends to zero as $s\to\infty$. Hence

$$\int_0^\infty e^{-Ds}\,ds=0-\left(-\frac1D\right)=\frac1D .$$

The lemma `integral_exp_denominator` follows this calculation. Its `hderiv` is the derivative, its `hlim` is the limit at infinity, and the fundamental theorem of calculus on a half-line combines them with the integrability of the exponential.

Multiplying by $|g_m|^2$, summing over $m$ and applying the factor $-1/4$ gives

$$\int_0^\infty F(s)\,ds=-\frac14\sum_m|g_m|^2\int_0^\infty e^{-D_ms}\,ds=-\frac14\sum_m\frac{|g_m|^2}{D_m}=E .$$

This is `mp2Energy_eq_integral`. The exchange of sum and integral is the step `MeasureTheory.integral_finsetSum`, which is supplied with the integrability of each term. The remaining equality is checked excitation by excitation.

## How the exponential separates the orbitals

The denominator couples four orbital energies, but its exponential is a product:

$$e^{-D_ms}=\left(e^{s\varepsilon_i/2}\,e^{s\varepsilon_j/2}\,e^{-s\varepsilon_a/2}\,e^{-s\varepsilon_b/2}\right)^2 .$$

The factor in brackets is real and positive, so it can be moved inside the absolute value:

$$|g_m|^2e^{-D_ms}=\left|e^{s\varepsilon_i/2}\,e^{s\varepsilon_j/2}\,e^{-s\varepsilon_a/2}\,e^{-s\varepsilon_b/2}\,g_m\right|^2 .$$

The theorem `laplaceIntegrand_eq_scaled` states this for the whole sum and for every real $s$. Its proof merges the four exponentials with `Real.exp_add`, takes the norm of the product, and compares the exponents with `ring`.

For actual two-electron integrals, each factor can be absorbed into the orbital that carries it. At a fixed node, the energy expression then contains scaled integrals and no denominators, which leaves more freedom in the order in which the sums are carried out. The theorem concerns the value of the expression and makes no statement about computational cost.

## From the error in $1/x$ to the error in the energy

Inserting $F$ into the quadrature energy and exchanging two finite sums gives

$$E_Q=-\frac14\sum_m|g_m|^2\sum_kw_ke^{-D_m\alpha_k}=-\frac14\sum_m|g_m|^2S(D_m).$$

Subtracting $E$ yields an exact error formula:

$$E_Q-E=\frac14\sum_m|g_m|^2\left(\frac1{D_m}-S(D_m)\right).$$

This is `quadrature_error`. The auxiliary statement `hq` is the first display, with `Finset.sum_comm` exchanging the sums, and `ring` completes the subtraction. The theorem has no hypothesis on the denominators. For nonzero ones, of either sign, the identity is plain algebra, and for a zero one it holds because Lean sets division by zero to zero on both sides; its physical reading requires nonzero denominators.

The bound follows from the triangle inequality and the assumption on $S$ at each $D_m$:

$$|E_Q-E|\le\frac14\sum_m|g_m|^2\left|\frac1{D_m}-S(D_m)\right|\le\frac e4\sum_m|g_m|^2 .$$

In `laplace_mp2` these two steps are `Finset.abs_sum_le_sum_abs` and a termwise comparison that multiplies the fit error by the nonnegative number $|g_m|^2$.

For the version with orbital windows, adding the bounds on two virtual energies and subtracting those on two occupied energies gives

$$2(l-h)\le D_m\le2(v_{\max}-o_{\min}).$$

The proof collects the eight orbital inequalities and leaves this addition to `linarith`. It then applies `laplace_mp2` and replaces $E$ by its Laplace integral.

## Relative errors and equal denominators

Suppose the fit is controlled in relative terms, with $|1-xS(x)|\le\delta$ on $[p,q]$. Each contribution to the error contains the corresponding MP2 term as a factor:

$$|g_m|^2\left(\frac1{D_m}-S(D_m)\right)=\frac{|g_m|^2}{D_m}\bigl(1-D_mS(D_m)\bigr).$$

All the terms $|g_m|^2/D_m$ are nonnegative, so their sum is $4|E|$. Therefore

$$|E_Q-E|\le\frac\delta4\sum_m\frac{|g_m|^2}{D_m}=\delta|E| .$$

This is `quadrature_relative_error`. In its proof, `hE` expresses $|E|$ as a sum without a sign, and `hf` is the factorisation, which `linear_combination` derives from $(1/D_m)D_m=1$.

If all denominators have the same value $x>0$, the bracket in the exact error formula no longer depends on $m$ and can be taken out of the sum:

$$|E_Q-E|=\frac{|1/x-S(x)|}{4}\sum_m|g_m|^2 .$$

The theorem `quadrature_error_degenerate` states this with $E$ written as the Laplace integral. Choosing $p=q=x$ and $e=|1/x-S(x)|$ turns the bound of `laplace_mp2` into an equality. The factor $1/4$ is therefore the best possible in a bound of this form: whenever the integrals are not all zero and the fit is not exact at $x$, a smaller factor would fail for such a system.

## Denominators as independent data

The same error estimate can be modelled without orbitals, by taking a finite index set with real numbers $v_m$, in the place of $|g_m|$, and positive numbers $D_m$ as the given data. The energy-like sum is then $\sum_mv_m^2/D_m$, and the error bound becomes $e\sum_mv_m^2$, without the MP2 factor $1/4$. Apart from the prefactor, the derivations of the Laplace identity and of both error bounds carry over, since they use no more about the denominators than their positivity and their place in the fitting interval, and no more about the numerators than their nonnegativity.

That model is more general, but it loses the orbital structure. The separation into four exponential factors could not be stated, because there would be no orbital energies to separate, and the fitting interval could not be read off from the occupied and virtual windows.
